# At fixed total spin, coupling the first two or the last two of three spins first allows equally many intermediate spins

Three spins can be coupled to a given total by joining the first two first or the last two first, and each order labels its states by a different intermediate spin. The Lean file below shows that the two labels always have the same number of allowed values.

```lean
import Mathlib

namespace SpinRecoupling

/-- The triangle rule for doubled spins: the three triangle inequalities hold and the sum
is even. -/
def Tri (x y z : ℕ) : Prop :=
  x ≤ y + z ∧ y ≤ x + z ∧ z ≤ x + y ∧ (x + y + z) % 2 = 0

instance (x y z : ℕ) : Decidable (Tri x y z) := by
  unfold Tri
  infer_instance

/-- Doubled intermediate spins `e` when `a` and `b` are coupled to `e` first, and `e` and `c`
are then coupled to the total `d`. -/
def leftChannels (a b c d : ℕ) : Finset ℕ :=
  (Finset.range (a + b + 1)).filter (fun e => Tri a b e ∧ Tri e c d)

/-- Doubled intermediate spins `f` when `b` and `c` are coupled to `f` first, and `a` and `f`
are then coupled to the total `d`. -/
def rightChannels (a b c d : ℕ) : Finset ℕ :=
  (Finset.range (b + c + 1)).filter (fun f => Tri b c f ∧ Tri a f d)

/-- The four-spin condition: no doubled spin exceeds the sum of the other three, and the sum
of all four is even. -/
def Admissible (a b c d : ℕ) : Prop :=
  a ≤ b + c + d ∧ b ≤ a + c + d ∧ c ≤ a + b + d ∧ d ≤ a + b + c ∧ (a + b + c + d) % 2 = 0

/-- One plus the smaller of two numbers: the least doubled spin, and the difference between half the
sum of the doubled spins and the greatest one. The half is rounded down, and a negative difference
counts as zero. -/
def channelNumber (a b c d : ℕ) : ℕ :=
  min (min (min a b) (min c d)) ((a + b + c + d) / 2 - max (max a b) (max c d)) + 1

/-- A doubled spin `e` is a channel of the first scheme exactly when it satisfies both
triangle rules. -/
theorem mem_leftChannels (a b c d e : ℕ) :
    e ∈ leftChannels a b c d ↔ Tri a b e ∧ Tri e c d := by
  simp only [leftChannels, Finset.mem_filter, Finset.mem_range]
  constructor
  · exact fun h => h.2
  · intro h
    refine ⟨?_, h⟩
    obtain ⟨⟨_, _, h3, _⟩, _⟩ := h
    omega

/-- A doubled spin `f` is a channel of the second scheme exactly when it satisfies both
triangle rules. -/
theorem mem_rightChannels (a b c d f : ℕ) :
    f ∈ rightChannels a b c d ↔ Tri b c f ∧ Tri a f d := by
  simp only [rightChannels, Finset.mem_filter, Finset.mem_range]
  constructor
  · exact fun h => h.2
  · intro h
    refine ⟨?_, h⟩
    obtain ⟨⟨_, _, h3, _⟩, _⟩ := h
    omega

/-- Under the four-spin condition, `k` lies below the channel number exactly when it satisfies
eight linear inequalities, two for each spin. -/
theorem lt_channelNumber_iff {a b c d : ℕ} (h : Admissible a b c d) (k : ℕ) :
    k < channelNumber a b c d ↔
      (k ≤ a ∧ k ≤ b ∧ k ≤ c ∧ k ≤ d) ∧
      2 * (k + a) ≤ a + b + c + d ∧ 2 * (k + b) ≤ a + b + c + d ∧
      2 * (k + c) ≤ a + b + c + d ∧ 2 * (k + d) ≤ a + b + c + d := by
  obtain ⟨h1, h2, h3, h4, h5⟩ := h
  simp only [channelNumber, Nat.lt_succ_iff, le_min_iff]
  constructor
  · rintro ⟨⟨⟨ka, kb⟩, kc, kd⟩, km⟩
    refine ⟨⟨ka, kb, kc, kd⟩, ?_, ?_, ?_, ?_⟩ <;> omega
  · rintro ⟨⟨ka, kb, kc, kd⟩, m1, m2, m3, m4⟩
    refine ⟨⟨⟨ka, kb⟩, kc, kd⟩, ?_⟩
    omega

/-- Under the four-spin condition, the number of intermediate spins in the first scheme is
the channel number. -/
theorem card_leftChannels {a b c d : ℕ} (h : Admissible a b c d) :
    (leftChannels a b c d).card = channelNumber a b c d := by
  have hm := lt_channelNumber_iff h
  obtain ⟨h1, h2, h3, h4, h5⟩ := h
  -- the lowest channel is the larger of |a - b| and |c - d|
  obtain ⟨L, l1, l2, l3, l4, hL⟩ : ∃ L, a ≤ b + L ∧ b ≤ a + L ∧ c ≤ d + L ∧ d ≤ c + L ∧
      (a = b + L ∨ b = a + L ∨ c = d + L ∨ d = c + L) := by
    refine ⟨max (max (a - b) (b - a)) (max (c - d) (d - c)), ?_, ?_, ?_, ?_, ?_⟩ <;> omega
  -- the channels climb from L in steps of one unit of spin
  have hs : leftChannels a b c d =
      (Finset.range (channelNumber a b c d)).image (fun k => L + 2 * k) := by
    ext e
    rw [mem_leftChannels]
    simp only [Finset.mem_image, Finset.mem_range, Tri]
    constructor
    · rintro ⟨⟨p1, p2, p3, p4⟩, q1, q2, q3, q4⟩
      have hLe : L ≤ e ∧ (e - L) % 2 = 0 := by
        rcases hL with h | h | h | h <;> constructor <;> omega
      obtain ⟨hle, hpar⟩ := hLe
      refine ⟨(e - L) / 2, (hm _).2 ?_, by omega⟩
      refine ⟨⟨?_, ?_, ?_, ?_⟩, ?_, ?_, ?_, ?_⟩ <;> omega
    · rintro ⟨k, hk, rfl⟩
      obtain ⟨⟨ka, kb, kc, kd⟩, m1, m2, m3, m4⟩ := (hm k).1 hk
      rcases hL with h | h | h | h <;>
        refine ⟨⟨?_, ?_, ?_, ?_⟩, ?_, ?_, ?_, ?_⟩ <;> omega
  have hinj : Function.Injective (fun k : ℕ => L + 2 * k) := by
    intro x y hxy
    dsimp only at hxy
    omega
  rw [hs, Finset.card_image_of_injective _ hinj, Finset.card_range]

/-- The first scheme has at least one intermediate spin exactly when the four-spin condition
holds. -/
theorem leftChannels_nonempty_iff (a b c d : ℕ) :
    (leftChannels a b c d).Nonempty ↔ Admissible a b c d := by
  constructor
  · rintro ⟨e, he⟩
    obtain ⟨⟨p1, p2, p3, p4⟩, q1, q2, q3, q4⟩ := (mem_leftChannels a b c d e).1 he
    refine ⟨?_, ?_, ?_, ?_, ?_⟩ <;> omega
  · intro h
    rw [← Finset.card_pos, card_leftChannels h]
    exact Nat.succ_pos _

/-- Recoupling of three spins to a fixed total: the schemes `((a b) c) d` and `(a (b c)) d`
have the same number of intermediate spins. -/
theorem card_leftChannels_eq_card_rightChannels (a b c d : ℕ) :
    (leftChannels a b c d).card = (rightChannels a b c d).card := by
  -- the second scheme is the first one with the spins permuted
  have hr : rightChannels a b c d = leftChannels b c a d := by
    ext f
    rw [mem_rightChannels, mem_leftChannels]
    refine and_congr_right fun _ => ?_
    constructor <;> rintro ⟨h1, h2, h3, h4⟩ <;> refine ⟨?_, ?_, ?_, ?_⟩ <;> omega
  have hadm : Admissible a b c d ↔ Admissible b c a d := by
    constructor <;> rintro ⟨h1, h2, h3, h4, h5⟩ <;>
      refine ⟨?_, ?_, ?_, ?_, ?_⟩ <;> omega
  rw [hr]
  by_cases h : Admissible a b c d
  · -- the closed formula is symmetric in the four spins
    rw [card_leftChannels h, card_leftChannels (hadm.1 h)]
    have e1 : min (min a b) (min c d) = min (min b c) (min a d) := by omega
    have e2 : max (max a b) (max c d) = max (max b c) (max a d) := by omega
    have e3 : a + b + c + d = b + c + a + d := by omega
    unfold channelNumber
    rw [e1, e2, e3]
  · -- without the four-spin condition both schemes are empty
    have h1 := Finset.not_nonempty_iff_eq_empty.1
      (fun hn => h ((leftChannels_nonempty_iff a b c d).1 hn))
    have h2 := Finset.not_nonempty_iff_eq_empty.1
      (fun hn => h (hadm.2 ((leftChannels_nonempty_iff b c a d).1 hn)))
    rw [h1, h2]

/-- Three equal doubled spins `a` coupled to a total doubled spin `a` have `a + 1`
intermediate spins. -/
theorem card_leftChannels_equal_spins (a : ℕ) : (leftChannels a a a a).card = a + 1 := by
  have h : Admissible a a a a := by
    refine ⟨?_, ?_, ?_, ?_, ?_⟩ <;> omega
  rw [card_leftChannels h]
  simp only [channelNumber, min_self, max_self]
  omega

/-- For spins 1/2, 1/2, 1 with total spin 1, the doubled intermediate spins are 0 and 2 in the
first scheme, and 1 and 3 in the second. -/
theorem channels_differ :
    leftChannels 1 1 2 2 = {0, 2} ∧ rightChannels 1 1 2 2 = {1, 3} := by
  constructor
  · ext e
    simp only [mem_leftChannels, Tri, Finset.mem_insert, Finset.mem_singleton]
    omega
  · ext f
    simp only [mem_rightChannels, Tri, Finset.mem_insert, Finset.mem_singleton]
    omega

end SpinRecoupling
```

```lean
#print axioms SpinRecoupling.card_leftChannels_eq_card_rightChannels
#print axioms SpinRecoupling.card_leftChannels_equal_spins
#print axioms SpinRecoupling.channels_differ
```

```
'SpinRecoupling.card_leftChannels_eq_card_rightChannels' depends on axioms: [propext, Classical.choice, Quot.sound]
'SpinRecoupling.card_leftChannels_equal_spins' depends on axioms: [propext, Classical.choice, Quot.sound]
'SpinRecoupling.channels_differ' depends on axioms: [propext, Classical.choice, Quot.sound]
```

## Spins as natural numbers

The three spins are $a/2$, $b/2$, $c/2$ and the total is $d/2$, so the doubled spins $a,b,c,d$ are natural numbers and half-integers never appear. `Tri x y z` is the angular momentum selection rule: each doubled spin is at most the sum of the other two, and $x+y+z$ is even. The even sum makes the allowed values advance in whole units of spin.

`leftChannels a b c d` is the set of doubled intermediate spins $e$ for which $a$ and $b$ couple to $e$, and $e$ and $c$ couple to $d$. `rightChannels a b c d` is the set of $f$ for which $b$ and $c$ couple to $f$, and $a$ and $f$ couple to $d$. Both are cut out of a finite range, and the two membership lemmas show that the range excludes no allowed value.

The main theorem, `card_leftChannels_eq_card_rightChannels`, says that these sets have equal size for all $a,b,c,d$, with no hypothesis. If the total cannot be reached, both sizes are zero.

The triangle rule enters as a definition and is not derived from the algebra of angular momentum. The file contains no states, coupling coefficients or $6j$ symbols. In the quantum theory of three spins, the equal counts correspond to the recoupling matrix at fixed total spin and projection being square.

## Counting the allowed values

Write $S=a+b+c+d$. The two triangle rules for $e$ say that
$$|a-b|\le e\le a+b,\qquad |c-d|\le e\le c+d,$$
and that $e$ has the parity of both $a+b$ and $c+d$.

Suppose that some $e$ is allowed. Then $a+b$ and $c+d$ have the same parity, so $S$ is even. Also $a\le b+e\le b+c+d$, and likewise for the other three. This is the condition `Admissible`: $S$ is even and no doubled spin exceeds the sum of the other three.

Conversely, assume this condition and set
$$L=\max(|a-b|,|c-d|),\qquad U=\min(a+b,c+d).$$
Both have the parity required of $e$, so the allowed values are $L,L+2,\dots,U$, provided that $L\le U$. The difference $U-L$ is the smallest of the four differences between an upper and a lower bound:
$$\begin{aligned}
(a+b)-|a-b|&=2\min(a,b), & (c+d)-|c-d|&=2\min(c,d),\\
(a+b)-|c-d|&=S-2\max(c,d), & (c+d)-|a-b|&=S-2\max(a,b).
\end{aligned}$$
None is negative, by the four-spin condition, so $L\le U$. The number of allowed values is therefore
$$N=\frac{U-L}{2}+1=\min\!\Big(\min(a,b,c,d),\ \tfrac S2-\max(a,b,c,d)\Big)+1 .$$

For the other order, the rules for $f$ are those for $e$ with $(a,b,c,d)$ replaced by $(b,c,a,d)$. Neither $N$ nor the four-spin condition changes under this permutation. The counts agree when the condition holds, and both vanish when it fails.

## How the Lean proof follows the count

Under the four-spin condition, `channelNumber` is $N$. Subtraction of natural numbers stops at zero, so `channelNumber` is at least 1 even for spins that violate the condition, which is why `card_leftChannels` assumes `Admissible`.

The lemma `lt_channelNumber_iff` replaces the minimum and maximum by linear inequalities: $k<N$ holds exactly when $k\le x$ and $2(k+x)\le S$ for each $x$ among $a,b,c,d$.

In `card_leftChannels`, $L$ is described without absolute values, as a number that is at least both differences and equal to one of them. The proof then shows that the allowed $e$ are exactly the numbers $L+2k$ with $k<N$. In one direction it takes $k=(e-L)/2$; in the other it recovers the triangle rules from the eight inequalities. Since $k\mapsto L+2k$ is injective, the set has $N$ elements.

`leftChannels_nonempty_iff` shows that allowed values exist exactly under the four-spin condition. The main theorem rewrites the second scheme as `leftChannels b c a d` and treats the two cases as above.

Nearly every arithmetic step is closed by `omega`, a tactic for linear arithmetic over integers and natural numbers. It negates the goal and looks for a contradiction with the hypotheses, and it understands division and remainder by fixed numbers. For instance, if $a=b+L$, the even sum $a+b+e=2b+L+e$ forces $e-L$ to be even, and `omega` finds this unaided. It does not unfold `Tri`, so the proofs first unfold each triangle rule or split it into its four parts.

## Equal counts, different spins

For four equal doubled spins, `card_leftChannels_equal_spins` gives $a+1$ intermediate values. With $a=1$, three spins 1/2 reach total spin 1/2 in two ways. Coupling a fourth spin 1/2 to each of these so that the total spin is zero gives the two independent singlets of four electrons in four singly occupied orbitals, a count of spin functions that says nothing about their energies.

The equality concerns numbers and not the values themselves. For spins 1/2, 1/2, 1 with total spin 1, `channels_differ` finds intermediate spins 0 and 1 in the first order, but 1/2 and 3/2 in the second.

The same symmetry settles the remaining pairing, in which $a$ and $c$ are coupled first. Its intermediate spins form `leftChannels a c b d`, and their number is again $N$ under the four-spin condition and zero otherwise. The file does not state this case, but its lemmas supply the argument.
